# Second and fourth moments of a rotation-invariant average on the unit sphere

What are the averages of $x^2$, $x^4$ and $x^2y^2$ over all directions of a unit vector? The first choice is what "average" means. Here it is a linear functional $A$ on polynomials with three properties of the normalised surface integral, and no integral is defined. To apply the results to $\frac{1}{4\pi}\int d\Omega$, one must supply from ordinary calculus that this integral has the three properties.

## Three conditions in place of an integral

In Lean 4 with Mathlib:

```lean
import Mathlib

open MvPolynomial

namespace SphereAverages

noncomputable section

variable {n : ℕ}
```

The number `n` is the dimension of space. Polynomials in $n$ real coordinates have type `MvPolynomial (Fin n) ℝ`, and `X i` is the coordinate $x_i$, with $i$ counted from 0.

```lean
/-- The generator `x_i ∂_j - x_j ∂_i` of rotations in the plane of the axes `i` and `j`. -/
def rot (i j : Fin n) (p : MvPolynomial (Fin n) ℝ) : MvPolynomial (Fin n) ℝ :=
  X i * pderiv j p - X j * pderiv i p
```

With `pderiv j` for $\partial_j$, this is $x_i\partial_j-x_j\partial_i$. In three dimensions, `rot 0 1` is $iL_z/\hbar$.

```lean
/-- The squared radius `r² = ∑ x_i²`. -/
def rSq (n : ℕ) : MvPolynomial (Fin n) ℝ := ∑ i, X i ^ 2
```

This is $r^2=\sum_i x_i^2$, still a polynomial and not yet the number 1.

```lean
/-- A normalised linear functional on polynomials that sees `r²` as `1` and annihilates
everything produced by a rotation generator. -/
structure IsSphereAverage (A : MvPolynomial (Fin n) ℝ →ₗ[ℝ] ℝ) : Prop where
  norm_one : A 1 = 1
  on_sphere : ∀ p, A (rSq n * p) = A p
  invariant : ∀ i j p, A (rot i j p) = 0
```

The conditions are $A(1)=1$, $A(r^2p)=A(p)$ and $A((x_i\partial_j-x_j\partial_i)p)=0$ for all $i,j,p$. The second must hold for every $p$. If it is weakened to $A(r^2)=1$, a three-dimensional Gaussian with variance $1/3$ per axis also qualifies, and it gives $A(x^4)=1/3$ instead of $1/5$.

```lean
/-- The Kronecker delta. -/
def delta (i j : Fin n) : ℝ := if i = j then 1 else 0
```

This is $\delta_{ij}$ as a real number.

```lean
/-- The derivative of one coordinate along another is the Kronecker delta. -/
theorem pderiv_coord (i j : Fin n) :
    pderiv i (X j : MvPolynomial (Fin n) ℝ) = delta i j • 1 := by
  by_cases h : i = j
  · subst h
    rw [pderiv_X_self, delta, if_pos rfl, one_smul]
  · rw [pderiv_X_of_ne (Ne.symm h), delta, if_neg h, zero_smul]
```

In symbols, $\partial_i x_j=\delta_{ij}$. The proof treats equal and different indices separately.

## Moments from integration by parts

```lean
variable {A B : MvPolynomial (Fin n) ℝ →ₗ[ℝ] ℝ}

/-- Integration by parts on the sphere: for `p` homogeneous of degree `d`, the average of
`x_i p` times `d + n - 1` is the average of `∂_i p`. -/
theorem by_parts (hA : IsSphereAverage A) (i : Fin n) {p : MvPolynomial (Fin n) ℝ} {d : ℕ}
    (hp : p.IsHomogeneous d) :
    ((d : ℝ) + n - 1) * A (X i * p) = A (pderiv i p) := by
  have term : ∀ j, rot j i (X j * p) = X j ^ 2 * pderiv i p + (if j = i then X i * p else 0)
      - X i * p - X i * (X j * pderiv j p) := by
    intro j
    simp only [rot, pderiv_mul, pderiv_X_self]
    by_cases h : j = i
    · subst h
      rw [pderiv_X_self, if_pos rfl]
      ring
    · rw [pderiv_X_of_ne h, if_neg h]
      ring
  -- sum over all planes containing the axis `i`, and use Euler's identity
  have euler : ∑ j, X i * (X j * pderiv j p) = d • (X i * p) := by
    rw [← Finset.mul_sum, hp.sum_X_mul_pderiv, mul_smul_comm]
  have key : ∑ j, rot j i (X j * p)
      = rSq n * pderiv i p + X i * p - n • (X i * p) - d • (X i * p) := by
    rw [Finset.sum_congr rfl (fun j _ => term j), Finset.sum_sub_distrib,
      Finset.sum_sub_distrib, Finset.sum_add_distrib, ← Finset.sum_mul, euler]
    simp [rSq]
  have h0 : A (∑ j, rot j i (X j * p)) = 0 := by
    rw [map_sum]
    exact Finset.sum_eq_zero fun j _ => hA.invariant _ _ _
  rw [key, map_sub, map_sub, map_add, hA.on_sphere, map_nsmul, map_nsmul, nsmul_eq_mul,
    nsmul_eq_mul] at h0
  linear_combination -h0
```

For $p$ homogeneous of degree $d$, the claim is $(d+n-1)A(x_ip)=A(\partial_ip)$. By the product rule (`term`),

$$(x_j\partial_i-x_i\partial_j)(x_jp)=x_j^2\partial_ip+\delta_{ij}x_ip-x_ip-x_ix_j\partial_jp.$$

Sum over $j$ and use Euler's identity $\sum_jx_j\partial_jp=d\,p$ (`euler`). The right side becomes $r^2\partial_ip+(1-n-d)x_ip$ (`key`). Invariance makes its average zero (`h0`), and $A(r^2\partial_ip)=A(\partial_ip)$ gives the claim. The closing `linear_combination` checks that the goal follows from the named equations by algebra.

```lean
/-- Second moments: the average of `x_i x_j` is `δ_ij / n`. -/
theorem second_moment (hA : IsSphereAverage A) (i j : Fin n) :
    A (X i * X j) = delta i j / n := by
  have hn : (n : ℝ) ≠ 0 := Nat.cast_ne_zero.mpr (Fin.pos i).ne'
  have h := by_parts hA i (isHomogeneous_X ℝ j)
  rw [pderiv_coord, map_smul, hA.norm_one, smul_eq_mul] at h
  push_cast at h
  rw [eq_div_iff hn]
  linear_combination h
```

Take $p=x_j$, so $d=1$. Then $nA(x_ix_j)=A(\delta_{ij})=\delta_{ij}$. The existence of an index $i$ already ensures $n>0$.

```lean
/-- Fourth moments: the average of `x_i x_j x_k x_l` is the sum over the three pairings of the
indices, divided by `n (n + 2)`. -/
theorem fourth_moment (hA : IsSphereAverage A) (i j k l : Fin n) :
    A (X i * (X j * (X k * X l))) =
      (delta i j * delta k l + delta i k * delta j l + delta i l * delta j k)
        / (n * (n + 2)) := by
  have hpos : (0 : ℝ) < n := Nat.cast_pos.mpr (Fin.pos i)
  have hs : ∀ a b : Fin n, A (X a * X b) * n = delta a b := fun a b => by
    rw [second_moment hA, div_mul_cancel₀ _ hpos.ne']
  have hd : pderiv i (X j * (X k * X l) : MvPolynomial (Fin n) ℝ) =
      delta i j • (X k * X l) + delta i k • (X j * X l) + delta i l • (X j * X k) := by
    simp only [pderiv_mul, pderiv_coord, smul_eq_C_mul]
    ring
  have h := by_parts hA i
    ((isHomogeneous_X ℝ j).mul ((isHomogeneous_X ℝ k).mul (isHomogeneous_X ℝ l)))
  simp only [hd, map_add, map_smul, smul_eq_mul] at h
  push_cast at h
  rw [eq_div_iff (by positivity)]
  linear_combination (n : ℝ) * h + delta i j * hs k l + delta i k * hs j l + delta i l * hs j k
```

Take $p=x_jx_kx_l$, so $d=3$:

$$(n+2)A(x_ix_jx_kx_l)=\delta_{ij}A(x_kx_l)+\delta_{ik}A(x_jx_l)+\delta_{il}A(x_jx_k).$$

Here `hd` is the derivative and `hs` inserts the second moments, which supply the remaining factor $1/n$.

```lean
/-- In three dimensions, for two different axes, the averages of `x²`, `xy`, `x⁴` and `x²y²`
are `1/3`, `0`, `1/5` and `1/15`. -/
theorem sphere_average_values {A : MvPolynomial (Fin 3) ℝ →ₗ[ℝ] ℝ} (hA : IsSphereAverage A)
    {i j : Fin 3} (hij : i ≠ j) :
    A (X i ^ 2) = 1 / 3 ∧ A (X i * X j) = 0 ∧ A (X i ^ 4) = 1 / 5 ∧
      A (X i ^ 2 * X j ^ 2) = 1 / 15 := by
  refine ⟨?_, ?_, ?_, ?_⟩
  · rw [sq, second_moment hA]
    norm_num [delta]
  · rw [second_moment hA]
    norm_num [delta, hij]
  · rw [show (X i : MvPolynomial (Fin 3) ℝ) ^ 4 = X i * (X i * (X i * X i)) by ring,
      fourth_moment hA]
    norm_num [delta]
  · rw [show (X i : MvPolynomial (Fin 3) ℝ) ^ 2 * X j ^ 2 = X i * (X i * (X j * X j)) by ring,
      fourth_moment hA]
    norm_num [delta, hij]
```

For $n=3$ and different axes, the formulas give $1/3$, $0$, $3/15=1/5$ and $1/15$.

As a worked instance, take $P_2=(3z^2-1)/2$, the angular factor of a $d_{z^2}$ orbital before normalisation:

$$A(P_2^2)=\tfrac14\left(9\cdot\tfrac15-6\cdot\tfrac13+1\right)=\tfrac15.$$

For the surface integral, moments of odd degree vanish, because reversing the sign of all coordinates maps the sphere to itself. With that fact and $A(1)=1$, the second and fourth moments give one-centre angular integrals in electronic structure, as $4\pi$ times the average, when the integrand is a polynomial of degree at most four in the direction components.

```lean
/-- In three dimensions the average of the even power `x_i^(2k)` is `1 / (2k + 1)`. -/
theorem axis_moment {A : MvPolynomial (Fin 3) ℝ →ₗ[ℝ] ℝ} (hA : IsSphereAverage A)
    (i : Fin 3) (k : ℕ) : A (X i ^ (2 * k)) = 1 / (2 * k + 1) := by
  induction k with
  | zero => simp [hA.norm_one]
  | succ k ih =>
    have h := by_parts hA i ((isHomogeneous_X ℝ i).pow (2 * k + 1))
    rw [Derivation.leibniz_pow, pderiv_X_self, map_nsmul, smul_eq_mul, mul_one,
      Nat.add_sub_cancel, ih, ← pow_succ', nsmul_eq_mul] at h
    push_cast at h
    have h1 : (2 * (k : ℝ) + 1) * (1 / (2 * k + 1)) = 1 := mul_one_div_cancel (by positivity)
    rw [show 2 * (k + 1) = 2 * k + 1 + 1 by ring, eq_div_iff (by positivity)]
    push_cast
    linear_combination h + h1
```

Induct on $k$, starting from $A(1)=1$. With $p=x_i^{2k+1}$, integration by parts gives $(2k+3)A(x_i^{2k+2})=(2k+1)A(x_i^{2k})=1$.

## Uniqueness from dimension two upwards

```lean
/-- In dimension at least two there is at most one sphere average. -/
theorem sphere_average_unique (hn : 2 ≤ n) (hA : IsSphereAverage A) (hB : IsSphereAverage B) :
    A = B := by
  have hom : ∀ (d : ℕ) (p : MvPolynomial (Fin n) ℝ), p.IsHomogeneous d → A p = B p := by
    intro d
    induction d using Nat.strong_induction_on with
    | _ d ih =>
      intro p hp
      rcases d with _ | d
      · obtain ⟨c, rfl⟩ : ∃ c, p = C c :=
          ⟨_, totalDegree_eq_zero_iff_eq_C.mp (Nat.le_zero.mp hp.totalDegree_le)⟩
        rw [show (C c : MvPolynomial (Fin n) ℝ) = c • 1 by rw [smul_eq_C_mul, mul_one],
          map_smul, map_smul, hA.norm_one, hB.norm_one]
      · -- integration by parts lowers the degree by two
        have hj : ∀ j, A (X j * pderiv j p) = B (X j * pderiv j p) := by
          intro j
          have hq : (pderiv j p).IsHomogeneous d := by simpa using hp.pderiv (i := j)
          have a := by_parts hA j hq
          rw [ih (d - 1) (by omega) _ hq.pderiv, ← by_parts hB j hq] at a
          have h2 : (2 : ℝ) ≤ n := by exact_mod_cast hn
          have hd : (0 : ℝ) ≤ d := Nat.cast_nonneg d
          exact mul_left_cancel₀ (ne_of_gt (by linarith)) a
        have e := hp.sum_X_mul_pderiv
        have eA := congrArg A e
        rw [map_sum, Finset.sum_congr rfl (fun j _ => hj j), ← map_sum, e, map_nsmul,
          map_nsmul, nsmul_eq_mul, nsmul_eq_mul] at eA
        exact mul_left_cancel₀ (Nat.cast_ne_zero.mpr (Nat.succ_ne_zero d)) eA.symm
  refine LinearMap.ext fun p => ?_
  rw [← sum_homogeneousComponent p, map_sum, map_sum]
  exact Finset.sum_congr rfl fun d _ => hom d _ (homogeneousComponent_isHomogeneous d p)
```

Two sphere averages agree on constants. For $p$ homogeneous of degree $d+1$, Euler's identity gives $(d+1)p=\sum_jx_j\partial_jp$, and

$$(d+n-1)A(x_j\partial_jp)=A(\partial_j^2p).$$

The right side has lower degree, so strong induction applies, and $n\ge2$ keeps the prefactor positive. A general polynomial is the sum of its homogeneous parts. For $n=1$ uniqueness fails: the points $\pm1$ may carry unequal weights.

## An explicit average in three dimensions

```lean
/-- The moments of a standard Gaussian variable, by their recursion. -/
def gaussMoment : ℕ → ℝ
  | 0 => 1
  | 1 => 0
  | k + 2 => (k + 1) * gaussMoment k
```

These are the Gaussian moments $g_0=1$, $g_1=0$, $g_{k+2}=(k+1)g_k$.

```lean
/-- The factor, depending on the total degree, that turns Gaussian moments in three dimensions
into moments on the unit sphere. -/
def radialFactor : ℕ → ℝ
  | 0 => 1
  | 1 => 1
  | k + 2 => radialFactor k / (k + 3)
```

The factor obeys $R_0=R_1=1$ and $R_{N+2}=R_N/(N+3)$. For even $N$ it divides out the Gaussian mean of $r^N$.

```lean
/-- The value assigned to the monomial `x^a y^b z^c`. -/
def monomialMean (a b c : ℕ) : ℝ :=
  radialFactor (a + b + c) * (gaussMoment a * gaussMoment b * gaussMoment c)
```

The monomial $x^ay^bz^c$ receives $m(a,b,c)=R_{a+b+c}\,g_ag_bg_c$.

```lean
/-- The linear functional on polynomials in `x, y, z` with these values on monomials. -/
def sphereMean : MvPolynomial (Fin 3) ℝ →ₗ[ℝ] ℝ :=
  (basisMonomials (Fin 3) ℝ).constr ℝ fun s => monomialMean (s 0) (s 1) (s 2)
```

Monomials form a basis, so these values define a linear functional.

```lean
/-- The value of `sphereMean` on a monomial with a coefficient. -/
theorem sphereMean_monomial (s : Fin 3 →₀ ℕ) (c : ℝ) :
    sphereMean (monomial s c) = c * monomialMean (s 0) (s 1) (s 2) := by
  have h := (basisMonomials (Fin 3) ℝ).constr_basis ℝ
    (fun s : Fin 3 →₀ ℕ => monomialMean (s 0) (s 1) (s 2)) s
  rw [coe_basisMonomials] at h
  have e : monomial s c = c • monomial s (1 : ℝ) := by
    rw [smul_monomial, smul_eq_mul, mul_one]
  rw [e, map_smul, smul_eq_mul]
  exact congrArg (fun t => c * t) h
```

A coefficient $c$ multiplies the monomial's value.

```lean
/-- Rotation invariance in the `xy` plane, written for the values on monomials. -/
theorem monomialMean_swap (a b c : ℕ) :
    (b : ℝ) * monomialMean (a + 1) (b - 1) c = a * monomialMean (a - 1) (b + 1) c := by
  have g2 : ∀ k, gaussMoment (k + 1 + 1) = (k + 1) * gaussMoment k := fun _ => rfl
  rcases a with _ | a
  · simp [monomialMean, gaussMoment]
  · rcases b with _ | b
    · simp [monomialMean, gaussMoment]
    · simp only [Nat.add_sub_cancel, monomialMean, g2]
      rw [show a + 1 + 1 + b + c = a + (b + 1 + 1) + c by omega]
      push_cast
      ring
```

This says $b\,m(a+1,b-1,c)=a\,m(a-1,b+1,c)$. For $a,b\ge1$ both sides equal $ab\,R_{a+b+c}\,g_{a-1}g_{b-1}g_c$; otherwise both vanish, since $g_1=0$.

```lean
/-- The explicit functional `sphereMean` is a sphere average in three dimensions. -/
theorem isSphereAverage_witness : IsSphereAverage sphereMean where
  norm_one := by
    rw [← C_1, C_apply, sphereMean_monomial]
    simp [monomialMean, gaussMoment, radialFactor]
  on_sphere p := by
    induction p using MvPolynomial.induction_on' with
    | add p q hp hq => rw [mul_add, map_add, map_add, hp, hq]
    | monomial s c =>
      have hX : ∀ i, X i ^ 2 * monomial s c = monomial (s + Finsupp.single i 2) c := fun i => by
        rw [X_pow_eq_monomial, monomial_mul, one_mul, add_comm]
      have hr : ∀ a b c : ℕ, monomialMean (a + 2) b c + monomialMean a (b + 2) c
          + monomialMean a b (c + 2) = monomialMean a b c := by
        intro a b c
        have hd : radialFactor (a + b + c + 2) * (((a + b + c : ℕ) : ℝ) + 3)
            = radialFactor (a + b + c) := by
          rw [radialFactor]
          exact div_mul_cancel₀ _ (by positivity)
        push_cast at hd
        simp only [monomialMean, gaussMoment]
        rw [show a + 2 + b + c = a + b + c + 2 by omega,
          show a + (b + 2) + c = a + b + c + 2 by omega,
          show a + b + (c + 2) = a + b + c + 2 by omega]
        linear_combination (gaussMoment a * gaussMoment b * gaussMoment c) * hd
      simp only [rSq, Fin.sum_univ_three, add_mul, hX, map_add, sphereMean_monomial]
      simp
      linear_combination c * hr (s 0) (s 1) (s 2)
  invariant i j p := by
    induction p using MvPolynomial.induction_on' with
    | add p q hp hq =>
      have e : rot i j (p + q) = rot i j p + rot i j q := by
        simp only [rot, map_add]
        ring
      rw [e, map_add, hp, hq, add_zero]
    | monomial s c =>
      have hX : ∀ i j, X i * pderiv j (monomial s c)
          = monomial (s - Finsupp.single j 1 + Finsupp.single i 1) (c * s j) := fun i j => by
        rw [pderiv_monomial, mul_comm, X, monomial_mul, mul_one]
      -- the other two planes follow by permuting the axes
      have flip : ∀ a b c, monomialMean a b c = monomialMean a c b := fun a b c => by
        rw [monomialMean, monomialMean, show a + b + c = a + c + b by omega]
        ring
      have cyc : ∀ a b c, monomialMean a b c = monomialMean c a b := fun a b c => by
        rw [monomialMean, monomialMean, show a + b + c = c + a + b by omega]
        ring
      have hxy := monomialMean_swap (s 0) (s 1) (s 2)
      have hxz := monomialMean_swap (s 0) (s 2) (s 1)
      rw [flip (s 0 + 1), flip (s 0 - 1)] at hxz
      have hyz := monomialMean_swap (s 1) (s 2) (s 0)
      rw [cyc (s 1 + 1), cyc (s 1 - 1)] at hyz
      simp only [rot, hX, map_sub, sphereMean_monomial]
      fin_cases i <;> fin_cases j <;> simp
      · linear_combination c * hxy
      · linear_combination c * hxz
      · linear_combination -c * hxy
      · linear_combination c * hyz
      · linear_combination -c * hxz
      · linear_combination -c * hyz

end

end SphereAverages
```

Both conditions on $p$ are checked on monomials and extended by addition. With $N=a+b+c$, multiplying by $r^2$ gives

$$R_{N+2}\,[(a+1)+(b+1)+(c+1)]\,g_ag_bg_c=R_N\,g_ag_bg_c.$$

This is `hr`. Invariance in the $xy$ plane is the preceding lemma, and `flip` and `cyc` permute the axes for the other planes. The three conditions are therefore consistent for $n=3$, and by uniqueness `sphereMean` is the only functional that meets them.

```lean
#print axioms SphereAverages.fourth_moment
#print axioms SphereAverages.sphere_average_values
#print axioms SphereAverages.axis_moment
#print axioms SphereAverages.sphere_average_unique
```

```
'SphereAverages.fourth_moment' depends on axioms: [propext, Classical.choice, Quot.sound]
'SphereAverages.sphere_average_values' depends on axioms: [propext, Classical.choice, Quot.sound]
'SphereAverages.axis_moment' depends on axioms: [propext, Classical.choice, Quot.sound]
'SphereAverages.sphere_average_unique' depends on axioms: [propext, Classical.choice, Quot.sound]
```
